# The eight octahedron faces of a spin-1/2 carry a total plaquette flux of 2π

## If shared edges cancel, where does the 2π come from?

I take a spin-1/2 through the states pointing along $x$, $y$ and $z$ and multiply the overlaps: $\langle x|y\rangle\langle y|z\rangle\langle z|x\rangle=(1+i)/4$, with phase $\pi/4$. The octahedron with vertices $\pm x,\pm y,\pm z$ has eight such faces, so the total should be $2\pi$. But every edge belongs to two faces, which run along it in opposite directions. Its overlap phase enters once with each sign, so shouldn't the total be zero?

## The edge phases cancel, but the face fluxes keep a 2π

The sum of edge phases around a face equals the principal argument of the overlap product only up to a multiple of $2\pi$. The edge phases do cancel over the closed surface; the principal arguments do not.

To compute the fluxes without choosing phases for the states, use $P(n)=(1+n\cdot\sigma)/2$, where $\sigma$ is the vector of Pauli matrices. For a unit vector $n$, $(n\cdot\sigma)^2=1$, so $P(n)^2=(2+2\,n\cdot\sigma)/4=P(n)$. It is also Hermitian with trace one, so it projects onto a single state. Since $(n\cdot\sigma)P(n)=P(n)$, that is the state $|n\rangle$ pointing along $n$. Hence $P(n)=|n\rangle\langle n|$, and

$$\mathrm{Tr}\,P(a)P(b)P(c)=\langle a|b\rangle\langle b|c\rangle\langle c|a\rangle .$$

Expand the product, which has a prefactor $1/8$. The unit matrix has trace 2 and single Pauli terms have trace 0. Pairs give $\mathrm{Tr}\,(a\cdot\sigma)(b\cdot\sigma)=2\,a\cdot b$, and the triple term gives $2i\,a\cdot(b\times c)$. Therefore

$$\mathrm{Tr}\,P(a)P(b)P(c)=\tfrac14\left[1+a\cdot b+b\cdot c+c\cdot a+i\,a\cdot(b\times c)\right].$$

On an outward-oriented octahedron face the vertices are mutually orthogonal and $a\cdot(b\times c)=1$. The trace is $(1+i)/4=\frac{\sqrt2}{4}e^{i\pi/4}$, and eight faces give $8\cdot\pi/4=2\pi$.

Now suppose a real link potential $A(u,v)=-A(v,u)$ had circulation $A(a,b)+A(b,c)+A(c,a)$ equal to the flux on every face. Summing over the faces would give $0=2\pi$. No such potential exists, which is the discrete monopole obstruction.

In Lean the flux is defined directly from the trace, without state vectors:

```lean
import Mathlib

open Matrix

namespace DiscreteMonopole

noncomputable section

/-- The Pauli matrix `σ_x`. -/
def pauliX : Matrix (Fin 2) (Fin 2) ℂ := !![0, 1; 1, 0]

/-- The Pauli matrix `σ_y`. -/
def pauliY : Matrix (Fin 2) (Fin 2) ℂ := !![0, -Complex.I; Complex.I, 0]

/-- The Pauli matrix `σ_z`. -/
def pauliZ : Matrix (Fin 2) (Fin 2) ℂ := !![1, 0; 0, -1]

/-- The spin-1/2 matrix `P(n) = (1 + n·σ)/2` belonging to a real vector `n`. -/
def blochProjector (n : Fin 3 → ℝ) : Matrix (Fin 2) (Fin 2) ℂ :=
  (1 / 2 : ℂ) • (1 + (n 0 : ℂ) • pauliX + (n 1 : ℂ) • pauliY + (n 2 : ℂ) • pauliZ)

/-- The flux through an oriented triangle of Bloch vectors: the principal argument of
`Tr P(a)P(b)P(c)`, meaningful where this trace is nonzero. -/
def plaquetteFlux (a b c : Fin 3 → ℝ) : ℝ :=
  Complex.arg (blochProjector a * blochProjector b * blochProjector c).trace

/-- The unit vector along `x`. -/
def xHat : Fin 3 → ℝ := ![1, 0, 0]

/-- The unit vector along `y`. -/
def yHat : Fin 3 → ℝ := ![0, 1, 0]

/-- The unit vector along `z`. -/
def zHat : Fin 3 → ℝ := ![0, 0, 1]

/-- The eight faces of the octahedron with vertices `±x, ±y, ±z`, each given by its three
vertices in cyclic order: four upper faces, then four lower ones. -/
def octahedronFace : Fin 8 → Fin 3 → Fin 3 → ℝ :=
  ![![xHat, yHat, zHat], ![yHat, -xHat, zHat],
    ![-xHat, -yHat, zHat], ![-yHat, xHat, zHat],
    ![yHat, xHat, -zHat], ![-xHat, yHat, -zHat],
    ![-yHat, -xHat, -zHat], ![xHat, -yHat, -zHat]]

/-- The matrix `P(n)` written out in the basis of spin up and spin down along `z`. -/
theorem blochProjector_eq (n : Fin 3 → ℝ) :
    blochProjector n =
      !![(1 + (n 2 : ℂ)) / 2, ((n 0 : ℂ) - n 1 * Complex.I) / 2;
         ((n 0 : ℂ) + n 1 * Complex.I) / 2, (1 - (n 2 : ℂ)) / 2] := by
  ext i j
  fin_cases i <;> fin_cases j <;>
    simp [blochProjector, pauliX, pauliY, pauliZ] <;> ring

/-- For a unit vector `n`, the matrix `P(n)` is Hermitian, idempotent and of trace one. -/
theorem blochProjector_isProjector (n : Fin 3 → ℝ) (hn : n ⬝ᵥ n = 1) :
    (blochProjector n).IsHermitian ∧
      blochProjector n * blochProjector n = blochProjector n ∧
      (blochProjector n).trace = 1 := by
  have h : (n 0 : ℂ) * n 0 + n 1 * n 1 + n 2 * n 2 = 1 := by
    simp only [dotProduct, Fin.sum_univ_three] at hn
    exact_mod_cast hn
  -- two 2 × 2 matrices agree when their four entries do
  have entries : ∀ {a b c d a' b' c' d' : ℂ}, a = a' → b = b' → c = c' → d = d' →
      !![a, b; c, d] = !![a', b'; c', d'] := by
    intros
    subst_vars
    rfl
  rw [blochProjector_eq]
  refine ⟨?_, ?_, ?_⟩
  · ext i j
    fin_cases i <;> fin_cases j <;> simp [Matrix.conjTranspose_apply]
    ring
  · rw [Matrix.mul_fin_two]
    refine entries ?_ ?_ ?_ ?_
    · linear_combination (1 / 4) * h - (1 / 4) * (n 1 : ℂ) ^ 2 * Complex.I_sq
    · ring
    · ring
    · linear_combination (1 / 4) * h - (1 / 4) * (n 1 : ℂ) ^ 2 * Complex.I_sq
  · rw [Matrix.trace_fin_two_of]
    ring

/-- For any three real vectors,
`Tr P(a)P(b)P(c) = (1 + a·b + b·c + c·a + i a·(b × c))/4`. -/
theorem trace_triple (a b c : Fin 3 → ℝ) :
    (blochProjector a * blochProjector b * blochProjector c).trace =
      (((1 + a ⬝ᵥ b + b ⬝ᵥ c + c ⬝ᵥ a : ℝ) : ℂ)
        + ((a ⬝ᵥ (b ⨯₃ c) : ℝ) : ℂ) * Complex.I) / 4 := by
  have dot : ∀ u v : Fin 3 → ℝ, u ⬝ᵥ v = u 0 * v 0 + u 1 * v 1 + u 2 * v 2 := by
    intro u v
    simp only [dotProduct, Fin.sum_univ_three]
  have triple : a ⬝ᵥ (b ⨯₃ c) = a 0 * (b 1 * c 2 - b 2 * c 1)
      + a 1 * (b 2 * c 0 - b 0 * c 2) + a 2 * (b 0 * c 1 - b 1 * c 0) := by
    rw [dot]
    simp [cross_apply]
  rw [triple, dot a b, dot b c, dot c a, blochProjector_eq a, blochProjector_eq b,
    blochProjector_eq c, Matrix.mul_fin_two, Matrix.mul_fin_two, Matrix.trace_fin_two_of]
  push_cast
  -- only the products of y-components need i² = -1
  linear_combination (-(1 / 4) : ℂ) *
    ((a 1 : ℂ) * b 1 + (b 1 : ℂ) * c 1 + (c 1 : ℂ) * a 1) * Complex.I_sq

/-- Every listed face of the octahedron is oriented outward: its vertices `a, b, c` are
mutually orthogonal and `a·(b × c) = 1`. -/
theorem octahedronFace_outward (f : Fin 8) :
    octahedronFace f 0 ⬝ᵥ octahedronFace f 1 = 0 ∧
      octahedronFace f 1 ⬝ᵥ octahedronFace f 2 = 0 ∧
      octahedronFace f 2 ⬝ᵥ octahedronFace f 0 = 0 ∧
      octahedronFace f 0 ⬝ᵥ (octahedronFace f 1 ⨯₃ octahedronFace f 2) = 1 := by
  fin_cases f <;>
    simp [octahedronFace, xHat, yHat, zHat, cross_apply, dotProduct, Fin.sum_univ_three]

/-- On each of the eight outward-oriented faces the trace of the triple product of
projectors equals `(1 + i)/4`. -/
theorem trace_octahedronFace (f : Fin 8) :
    (blochProjector (octahedronFace f 0) * blochProjector (octahedronFace f 1)
      * blochProjector (octahedronFace f 2)).trace = (1 + Complex.I) / 4 := by
  obtain ⟨h1, h2, h3, h4⟩ := octahedronFace_outward f
  rw [trace_triple, h1, h2, h3, h4]
  norm_num

/-- Each outward-oriented face of the octahedron carries the flux `π/4`. -/
theorem flux_octahedronFace (f : Fin 8) :
    plaquetteFlux (octahedronFace f 0) (octahedronFace f 1) (octahedronFace f 2)
      = Real.pi / 4 := by
  have hs : ((√2 : ℝ) : ℂ) ^ 2 = 2 := by
    rw [← Complex.ofReal_pow, Real.sq_sqrt (by norm_num)]
    norm_num
  -- polar form of (1 + i)/4
  have polar : (1 + Complex.I) / 4 = ((√2 / 4 : ℝ) : ℂ) *
      (Complex.cos ((Real.pi / 4 : ℝ) : ℂ)
        + Complex.sin ((Real.pi / 4 : ℝ) : ℂ) * Complex.I) := by
    rw [← Complex.ofReal_cos, ← Complex.ofReal_sin, Real.cos_pi_div_four,
      Real.sin_pi_div_four]
    push_cast
    linear_combination (-(1 + Complex.I) / 8) * hs
  have hpi := Real.pi_pos
  rw [plaquetteFlux, trace_octahedronFace, polar]
  exact Complex.arg_mul_cos_add_sin_mul_I (by positivity)
    ⟨by linarith, by linarith⟩

/-- Discrete monopole: the fluxes through the eight outward-oriented faces of the
octahedron sum to `2π`. -/
theorem total_flux :
    ∑ f, plaquetteFlux (octahedronFace f 0) (octahedronFace f 1) (octahedronFace f 2)
      = 2 * Real.pi := by
  simp only [flux_octahedronFace, Fin.sum_univ_eight]
  ring

/-- No real link potential `A`, antisymmetric under reversal of a link, has a circulation
around every face of the octahedron equal to the flux through that face. -/
theorem no_global_potential :
    ¬ ∃ A : (Fin 3 → ℝ) → (Fin 3 → ℝ) → ℝ, (∀ u v, A v u = -A u v) ∧
      ∀ f, plaquetteFlux (octahedronFace f 0) (octahedronFace f 1) (octahedronFace f 2)
        = A (octahedronFace f 0) (octahedronFace f 1)
          + A (octahedronFace f 1) (octahedronFace f 2)
          + A (octahedronFace f 2) (octahedronFace f 0) := by
  rintro ⟨A, hA, h⟩
  have hsum := total_flux
  rw [Finset.sum_congr rfl (fun f _ => h f), Fin.sum_univ_eight] at hsum
  change (A xHat yHat + A yHat zHat + A zHat xHat)
    + (A yHat (-xHat) + A (-xHat) zHat + A zHat yHat)
    + (A (-xHat) (-yHat) + A (-yHat) zHat + A zHat (-xHat))
    + (A (-yHat) xHat + A xHat zHat + A zHat (-yHat))
    + (A yHat xHat + A xHat (-zHat) + A (-zHat) yHat)
    + (A (-xHat) yHat + A yHat (-zHat) + A (-zHat) (-xHat))
    + (A (-yHat) (-xHat) + A (-xHat) (-zHat) + A (-zHat) (-yHat))
    + (A xHat (-yHat) + A (-yHat) (-zHat) + A (-zHat) xHat) = 2 * Real.pi at hsum
  -- each of the twelve edges is traversed once in either direction
  linarith [Real.pi_pos, hA xHat yHat, hA yHat (-xHat), hA (-xHat) (-yHat),
    hA (-yHat) xHat, hA xHat zHat, hA yHat zHat, hA (-xHat) zHat, hA (-yHat) zHat,
    hA xHat (-zHat), hA yHat (-zHat), hA (-xHat) (-zHat), hA (-yHat) (-zHat)]

end

end DiscreteMonopole
```

```lean
#print axioms DiscreteMonopole.blochProjector_isProjector
#print axioms DiscreteMonopole.total_flux
#print axioms DiscreteMonopole.no_global_potential
```

```
'DiscreteMonopole.blochProjector_isProjector' depends on axioms: [propext, Classical.choice, Quot.sound]
'DiscreteMonopole.total_flux' depends on axioms: [propext, Classical.choice, Quot.sound]
'DiscreteMonopole.no_global_potential' depends on axioms: [propext, Classical.choice, Quot.sound]
```

**What the statements say.** A Bloch vector is a function `Fin 3 → ℝ`, with components 0, 1, 2 for $x,y,z$. `blochProjector` accepts any real vector; `blochProjector_isProjector` needs `n ⬝ᵥ n = 1`, while `trace_triple` needs no normalisation. In `octahedronFace f 0`, `f` labels the face and `0` its first vertex. `plaquetteFlux` is the principal argument, in $(-\pi,\pi]$, of the trace; a common Berry-phase convention has the opposite sign.

`octahedronFace_outward` establishes the orthogonality and orientation of each listed face. `trace_octahedronFace`, `flux_octahedronFace` and `total_flux` then give the trace, the single flux and the sum. `no_global_potential` excludes every antisymmetric real `A`, not just one built from overlaps.

The flux theorems concern six fixed directions of one spin. Identifying the sum divided by $2\pi$ with the Chern number of the continuous family of states over the sphere is a further step.

**How the proofs run.** `blochProjector_eq` writes out the matrix entries. The projector properties follow entry by entry from $n\cdot n=1$ and $i^2=-1$. `trace_triple` multiplies these explicit matrices instead of using Pauli trace rules; its final `linear_combination` supplies $i^2=-1$ for the products of $y$-components. The orientation lemma checks the eight faces by `fin_cases`, and its four equations reduce the general trace to $(1+i)/4$. The flux is read off from the polar form. In the last theorem, `change` displays all 24 directed edges, and `linarith` combines the twelve antisymmetry relations with $\pi>0$ to reach the contradiction.

**In a band calculation.** For the two-band Weyl Hamiltonian $H(k)=k\cdot\sigma$, of non-interacting electrons, $P(n)$ projects onto the upper band at $k=n$. One diagonalises $H$ at mesh points on a surface around the node, multiplies the eigenvector overlaps around each plaquette, takes the argument and sums. On a fine enough mesh the sum divided by $2\pi$ is the Chern number of the band on that surface, up to the sign convention. The arbitrary phase of each eigenvector cancels within its plaquette product. The octahedron is such a mesh with six points.

**With only four points.** A regular tetrahedron is the smallest triangulated sphere. Its unit vertices have $a\cdot b=-1/3$ and, on an outward face, $a\cdot(b\times c)=4/(3\sqrt3)$. Inserting these in the trace formula gives $i/(3\sqrt3)$, so each face has flux $\pi/2$ and the four again add up to $2\pi$.
